# At a fixed lost fraction of the norm, the plane-wave cutoff energy of an s Gaussian is proportional to its exponent

I have a tight s primitive $e^{-ar^2}$ that I want to expand in plane waves up to a kinetic energy $E$. Its momentum distribution has a tail that never ends, so every finite cutoff loses some of the norm (here the integral of the squared orbital). If I double $a$ and want to lose the same fraction as before, do I need exactly twice the cutoff energy, or is that only a rule for large cutoffs? And can I get a safe value of $E$ without computing the tail integral?

## Exactly twice, with a logarithmic bound on the constant

It is exactly twice, at every lost fraction $0<\varepsilon<1$, and $E=2a\log(2\sqrt2/\varepsilon)$ in Hartree atomic units is always enough, though for small $\varepsilon$ it is about twice the energy needed.

**From the orbital to its tail.** Completing the square in each Cartesian direction gives

$$\int e^{-i\mathbf k\cdot\mathbf r}e^{-ar^2}\,d^3r=\left(\frac{\pi}{a}\right)^{3/2}e^{-k^2/(4a)}.$$

Squaring the modulus and including the shell factor $k^2$ gives the radial density $\rho_a(k)=k^2e^{-k^2/(2a)}$, up to a constant. Its normalized form is $\sqrt{2/\pi}\,a^{-3/2}\rho_a(k)$. Let $W_a(K)=\int_K^\infty\rho_a(k)\,dk$; the lost fraction is $F_a(K)=W_a(K)/W_a(0)$, from which normalization cancels.

It is easy to use the amplitude's exponent, $k^2/(4a)$, in the density. That gives $\rho_{2a}$ instead of $\rho_a$: the law stays linear, but every threshold energy comes out twice too large.

**Scaling.** For $s>0$, substitute $k=su$. Since $\rho_{s^2a}(su)=s^2\rho_a(u)$ and $dk=s\,du$,

$$W_{s^2a}(sK)=s^3W_a(K),\qquad F_{s^2a}(sK)=F_a(K).$$

If $K^2/a=L^2/b$ with $K,L\ge0$, taking $s=\sqrt{b/a}$ gives $F_a(K)=F_b(L)$.

**Bound.** For $k\ge K\ge0$,

$$\rho_a(k)=e^{-k^2/(4a)}\rho_{2a}(k)\le e^{-K^2/(4a)}\rho_{2a}(k).$$

Integrate over $k>K$ and extend the right-hand integral down to zero. Scaling with $s=\sqrt2$ gives $W_{2a}(0)=2\sqrt2\,W_a(0)$, so

$$F_a(K)\le2\sqrt2\,e^{-K^2/(4a)}.$$

With $K=\sqrt{2E}$ the right side is $2\sqrt2\,e^{-E/(2a)}$, which is at most $\varepsilon$ once $E\ge2a\log(2\sqrt2/\varepsilon)$. This bound is safe but not sharp: at large $E/a$ the true lost fraction falls as $\sqrt{E/a}\,e^{-E/a}$, with twice the decay rate of the bound. That estimate is not part of the Lean proof.

**Threshold.** $F_1$ is continuous and strictly decreasing on $[0,\infty)$, starts at $1$, and by the bound falls to $\varepsilon$ or below. Hence $F_1(q)=\varepsilon$ for exactly one $q>0$, and

$$F_a(\sqrt{2E})=F_1(\sqrt{2E/a})\le\varepsilon\iff\sqrt{2E/a}\ge q\iff E\ge\tfrac{q^2}{2}a.$$

The constant is $c=q^2/2$. Setting $a=1$ and $E=2\log(2\sqrt2/\varepsilon)$, which suffices, shows $c\le2\log(2\sqrt2/\varepsilon)$.

**What the Lean statements say.** `momentumAmplitude` is the Fourier integral over `EuclideanSpace ℝ (Fin 3)`, and `amplitude_sq_eq_density` ties it to `radialDensity`, which is $\rho_a$. `tailFraction a K` is $F_a(K)$, and `√(2 * E)` fixes Hartree atomic units. In `cutoff_energy_linear`, `∃ c` comes before the quantifier over `a`: one constant serves all exponents, which is the linear law. For $\varepsilon\ge1$ every cutoff $E\ge0$ suffices, so no positive $c$ could work.

The result guides the choice of cutoff for a single s primitive in a continuum of plane waves, with error measured as the lost fraction of the norm. It does not treat energy errors, contracted functions, higher angular momentum or the discrete plane waves of a periodic cell.

```lean
import Mathlib

open MeasureTheory Set

namespace GaussianPlaneWaveCutoff

noncomputable section

/-- The momentum amplitude of the unnormalized s Gaussian `exp (-a r²)`: its Fourier integral
over three-dimensional space. -/
def momentumAmplitude (a : ℝ) (k : EuclideanSpace ℝ (Fin 3)) : ℂ :=
  ∫ r : EuclideanSpace ℝ (Fin 3),
    Complex.exp (-Complex.I * (inner ℝ k r : ℝ)) * (Real.exp (-a * ‖r‖ ^ 2) : ℝ)

/-- The radial momentum density `k² exp (-k²/(2a))` of an s Gaussian with exponent `a > 0`,
up to normalization. -/
def radialDensity (a k : ℝ) : ℝ := k ^ 2 * Real.exp (-k ^ 2 / (2 * a))

/-- The fraction of the radial momentum density that lies above the momentum `K ≥ 0`,
for an exponent `a > 0`. -/
def tailFraction (a K : ℝ) : ℝ :=
  (∫ k in Ioi K, radialDensity a k) / ∫ k in Ioi 0, radialDensity a k

/-- For `a > 0`, the squared modulus of the momentum amplitude times `k²` is the radial
density, up to a factor independent of `k`. -/
theorem amplitude_sq_eq_density {a : ℝ} (ha : 0 < a) (k : EuclideanSpace ℝ (Fin 3)) :
    ‖k‖ ^ 2 * ‖momentumAmplitude a k‖ ^ 2 = (Real.pi / a) ^ 3 * radialDensity a ‖k‖ := by
  have hx : 0 < Real.pi / a := div_pos Real.pi_pos ha
  have h := GaussianFourier.integral_cexp_neg_mul_sq_norm_add (b := (a : ℂ))
    (by simpa using ha) (-Complex.I) k
  -- the Fourier transform of a Gaussian is a Gaussian
  have e : momentumAmplitude a k = ((Real.pi / a : ℝ) : ℂ) ^ (3 / 2 : ℂ) *
      ((Real.exp (-‖k‖ ^ 2 / (4 * a)) : ℝ) : ℂ) := by
    calc momentumAmplitude a k = ∫ r : EuclideanSpace ℝ (Fin 3),
          Complex.exp (-(a : ℂ) * ‖r‖ ^ 2 + -Complex.I * (inner ℝ k r : ℝ)) := by
          unfold momentumAmplitude
          congr 1
          ext r
          rw [Complex.ofReal_exp, ← Complex.exp_add]
          congr 1
          push_cast
          ring
      _ = _ := by
          rw [h, finrank_euclideanSpace_fin, neg_sq, Complex.I_sq]
          push_cast
          rw [neg_one_mul]
  have hre : (3 / 2 : ℂ).re = 3 / 2 := by norm_num
  have hp : ((Real.pi / a) ^ (3 / 2 : ℝ)) ^ 2 = (Real.pi / a) ^ 3 := by
    rw [← Real.rpow_natCast, ← Real.rpow_mul hx.le, ← Real.rpow_natCast]
    norm_num
  have he : Real.exp (-‖k‖ ^ 2 / (4 * a)) ^ 2 = Real.exp (-‖k‖ ^ 2 / (2 * a)) := by
    rw [sq (Real.exp _), ← Real.exp_add]
    congr 1
    ring
  rw [e, norm_mul, Complex.norm_cpow_eq_rpow_re_of_pos hx, Complex.norm_real,
    Real.norm_of_nonneg (Real.exp_pos _).le, mul_pow, hre, hp, he, radialDensity]
  ring

/-- The radial density is integrable for `a > 0`. -/
theorem integrable_density {a : ℝ} (ha : 0 < a) : Integrable (radialDensity a) := by
  have h := integrable_rpow_mul_exp_neg_mul_sq (b := 1 / (2 * a)) (by positivity)
    (s := 2) (by norm_num)
  refine h.congr (ae_of_all _ fun x => ?_)
  simp only [radialDensity, Real.rpow_two]
  congr 2
  ring

/-- For `a > 0` and `K ≤ L`, the weight above `K` is the weight between `K` and `L` plus the
weight above `L`. -/
theorem weight_split {a K L : ℝ} (ha : 0 < a) (h : K ≤ L) :
    ∫ k in Ioi K, radialDensity a k =
      (∫ k in K..L, radialDensity a k) + ∫ k in Ioi L, radialDensity a k := by
  rw [intervalIntegral.integral_of_le h, ← Ioc_union_Ioi_eq_Ioi h]
  exact setIntegral_union (Set.disjoint_left.2 fun x hx hy => not_lt_of_ge hx.2 hy)
    measurableSet_Ioi (integrable_density ha).integrableOn (integrable_density ha).integrableOn

/-- For `a > 0` and `s > 0`, scaling momenta by `s` and the exponent by `s²` multiplies the
weight above the cutoff by `s³`. -/
theorem weight_scale {a s : ℝ} (ha : 0 < a) (hs : 0 < s) (K : ℝ) :
    ∫ k in Ioi (s * K), radialDensity (s ^ 2 * a) k =
      s ^ 3 * ∫ k in Ioi K, radialDensity a k := by
  have h := integral_comp_mul_left_Ioi (radialDensity (s ^ 2 * a)) K hs
  have e : ∀ x, radialDensity (s ^ 2 * a) (s * x) = s ^ 2 * radialDensity a x := by
    intro x
    have hq : -(s * x) ^ 2 / (2 * (s ^ 2 * a)) = -x ^ 2 / (2 * a) := by field_simp
    rw [radialDensity, radialDensity, hq]
    ring
  simp only [e, integral_const_mul, smul_eq_mul] at h
  rw [eq_inv_mul_iff_mul_eq₀ hs.ne'] at h
  rw [← h]
  ring

/-- For `a > 0`, the total weight of the radial density over positive momenta is positive, and the
fraction above the cutoff strictly decreases as the cutoff momentum rises from zero. -/
theorem tailFraction_strictAnti {a : ℝ} (ha : 0 < a) :
    (0 < ∫ k in Ioi 0, radialDensity a k) ∧ StrictAntiOn (tailFraction a) (Ici 0) := by
  have hlt : ∀ K L : ℝ, 0 ≤ K → K < L →
      ∫ k in Ioi L, radialDensity a k < ∫ k in Ioi K, radialDensity a k := by
    intro K L hK hKL
    have hpos : 0 < ∫ k in K..L, radialDensity a k :=
      intervalIntegral.intervalIntegral_pos_of_pos_on
        (integrable_density ha).intervalIntegrable
        (fun x hx => mul_pos (pow_pos (lt_of_le_of_lt hK hx.1) 2) (Real.exp_pos _)) hKL
    linarith [weight_split ha hKL.le]
  have h1 : 0 ≤ ∫ k in Ioi 1, radialDensity a k :=
    setIntegral_nonneg measurableSet_Ioi fun x _ => by unfold radialDensity; positivity
  have h0 := lt_of_le_of_lt h1 (hlt 0 1 le_rfl one_pos)
  exact ⟨h0, fun K hK L _ hKL => div_lt_div_of_pos_right (hlt K L hK hKL) h0⟩

/-- For positive exponents and nonnegative cutoffs, the fraction above the cutoff depends only
on `K²/a`. -/
theorem tailFraction_depends_on_ratio {a b K L : ℝ} (ha : 0 < a) (hb : 0 < b)
    (hK : 0 ≤ K) (hL : 0 ≤ L) (h : K ^ 2 / a = L ^ 2 / b) :
    tailFraction a K = tailFraction b L := by
  have hs : 0 < √(b / a) := Real.sqrt_pos.2 (div_pos hb ha)
  have hs2 : √(b / a) ^ 2 = b / a := Real.sq_sqrt (div_pos hb ha).le
  have hb' : √(b / a) ^ 2 * a = b := by rw [hs2]; field_simp
  have hL' : √(b / a) * K = L := by
    refine (sq_eq_sq₀ (by positivity) hL).1 ?_
    calc (√(b / a) * K) ^ 2 = b * (K ^ 2 / a) := by rw [mul_pow, hs2]; ring
      _ = L ^ 2 := by rw [h]; field_simp
  have h1 := weight_scale ha hs K
  have h0 := weight_scale ha hs 0
  rw [hb', hL'] at h1
  rw [hb', mul_zero] at h0
  rw [tailFraction, tailFraction, h1, h0, mul_div_mul_left _ _ (pow_pos hs 3).ne']

/-- For `a > 0` and `K ≥ 0`, the fraction of the momentum density above `K` is at most
`2√2 exp (-K²/(4a))`. -/
theorem tailFraction_le {a K : ℝ} (ha : 0 < a) (hK : 0 ≤ K) :
    tailFraction a K ≤ 2 * √2 * Real.exp (-K ^ 2 / (4 * a)) := by
  have h2a : 0 < 2 * a := by positivity
  have hsq : √2 ^ 2 = (2 : ℝ) := Real.sq_sqrt (by norm_num)
  -- doubling the exponent multiplies the total weight by 2√2
  have hd := weight_scale ha (Real.sqrt_pos.2 (by norm_num : (0 : ℝ) < 2)) 0
  rw [mul_zero, hsq, pow_succ, hsq] at hd
  -- one factor exp (-k²/(4a)) is bounded by its value at the cutoff
  have hm : ∫ k in Ioi K, radialDensity a k ≤
      ∫ k in Ioi K, Real.exp (-K ^ 2 / (4 * a)) * radialDensity (2 * a) k := by
    refine setIntegral_mono_on (integrable_density ha).integrableOn
      ((integrable_density h2a).const_mul _).integrableOn measurableSet_Ioi fun x hx => ?_
    have hx' : K ≤ x := le_of_lt hx
    have e : radialDensity a x = Real.exp (-x ^ 2 / (4 * a)) * radialDensity (2 * a) x := by
      have he : Real.exp (-x ^ 2 / (2 * a)) =
          Real.exp (-x ^ 2 / (4 * a)) * Real.exp (-x ^ 2 / (2 * (2 * a))) := by
        rw [← Real.exp_add]
        congr 1
        ring
      rw [radialDensity, radialDensity, he]
      ring
    rw [e]
    exact mul_le_mul_of_nonneg_right (Real.exp_le_exp.2 (by gcongr))
      (by unfold radialDensity; positivity)
  rw [integral_const_mul] at hm
  have hn : 0 ≤ ∫ k in (0 : ℝ)..K, radialDensity (2 * a) k :=
    intervalIntegral.integral_nonneg hK fun x _ => by unfold radialDensity; positivity
  have ht : ∫ k in Ioi K, radialDensity (2 * a) k ≤ ∫ k in Ioi 0, radialDensity (2 * a) k := by
    linarith [weight_split h2a hK]
  rw [tailFraction, div_le_iff₀ (tailFraction_strictAnti ha).1]
  refine (hm.trans (mul_le_mul_of_nonneg_left ht (Real.exp_pos _).le)).trans_eq ?_
  rw [hd]
  ring

/-- In atomic units, for `a > 0` and `ε > 0`, a cutoff energy `E ≥ 0` of at least
`2 a log (2√2/ε)` leaves at most the fraction `ε` above the cutoff. -/
theorem sufficient_cutoff {a ε E : ℝ} (ha : 0 < a) (hε : 0 < ε) (hE : 0 ≤ E)
    (h : 2 * a * Real.log (2 * √2 / ε) ≤ E) : tailFraction a √(2 * E) ≤ ε := by
  have hl : Real.log (2 * √2 / ε) ≤ E / (2 * a) := by
    rw [le_div_iff₀ (by positivity)]
    linarith
  rw [Real.log_le_iff_le_exp (by positivity), div_le_iff₀ hε] at hl
  have hq : -√(2 * E) ^ 2 / (4 * a) = -(E / (2 * a)) := by
    rw [Real.sq_sqrt (by positivity)]
    ring
  have hb := tailFraction_le ha (Real.sqrt_nonneg (2 * E))
  rw [hq] at hb
  refine (hb.trans (mul_le_mul_of_nonneg_right hl (Real.exp_pos _).le)).trans_eq ?_
  rw [mul_right_comm, ← Real.exp_add, add_neg_cancel, Real.exp_zero, one_mul]

/-- For each error `0 < ε < 1` there is a constant `c > 0`, at most `2 log (2√2/ε)`, such that
for every exponent `a > 0` a cutoff energy `E ≥ 0` (atomic units) leaves at most the fraction
`ε` above the cutoff exactly when `E ≥ c a`. -/
theorem cutoff_energy_linear {ε : ℝ} (hε : 0 < ε) (hε1 : ε < 1) :
    ∃ c : ℝ, 0 < c ∧ c ≤ 2 * Real.log (2 * √2 / ε) ∧
      ∀ a E : ℝ, 0 < a → 0 ≤ E → (tailFraction a √(2 * E) ≤ ε ↔ c * a ≤ E) := by
  obtain ⟨hI, hanti⟩ := tailFraction_strictAnti one_pos
  have hr : 1 ≤ √2 := (Real.le_sqrt' one_pos).2 (by norm_num)
  have hlog : 0 ≤ 2 * Real.log (2 * √2 / ε) :=
    mul_nonneg (by norm_num) (Real.log_nonneg ((le_div_iff₀ hε).2 (by linarith)))
  have hend := sufficient_cutoff one_pos hε hlog (by linarith)
  have hzero : tailFraction 1 0 = 1 := div_self hI.ne'
  have hcont : ContinuousOn (tailFraction 1)
      (Icc 0 √(2 * (2 * Real.log (2 * √2 / ε)))) := by
    have hp := intervalIntegral.continuous_primitive
      (fun x y => (integrable_density one_pos).intervalIntegrable (a := x) (b := y)) 0
    have hc : Continuous fun K : ℝ => ((∫ k in Ioi 0, radialDensity 1 k) -
        ∫ k in (0 : ℝ)..K, radialDensity 1 k) / ∫ k in Ioi 0, radialDensity 1 k :=
      (continuous_const.sub hp).div_const _
    refine hc.continuousOn.congr fun K hK => ?_
    simp only [tailFraction]
    rw [weight_split one_pos hK.1, add_sub_cancel_left]
  -- the threshold momentum for unit exponent
  obtain ⟨q, hq, hqε⟩ := intermediate_value_Icc' (Real.sqrt_nonneg _) hcont
    ⟨hend, by rw [hzero]; exact hε1.le⟩
  have hq0 : 0 < q := by
    refine lt_of_le_of_ne hq.1 fun h => ?_
    rw [← h, hzero] at hqε
    linarith
  have key : ∀ a E : ℝ, 0 < a → 0 ≤ E →
      (tailFraction a √(2 * E) ≤ ε ↔ q ^ 2 / 2 * a ≤ E) := by
    intro a E ha hE
    -- scaling transfers the threshold to every exponent
    have hs : tailFraction a √(2 * E) = tailFraction 1 √(2 * E / a) := by
      refine tailFraction_depends_on_ratio ha one_pos (Real.sqrt_nonneg _)
        (Real.sqrt_nonneg _) ?_
      rw [Real.sq_sqrt (by positivity), Real.sq_sqrt (by positivity), div_one]
    rw [hs, ← hqε, hanti.le_iff_ge (Real.sqrt_nonneg _) hq.1, Real.le_sqrt' hq0,
      le_div_iff₀ ha]
    constructor <;> intro h <;> linarith
  refine ⟨q ^ 2 / 2, by positivity, ?_, key⟩
  have h := (key 1 _ one_pos hlog).1 hend
  linarith

end

end GaussianPlaneWaveCutoff
```

```lean
#print axioms GaussianPlaneWaveCutoff.amplitude_sq_eq_density
-- 'GaussianPlaneWaveCutoff.amplitude_sq_eq_density' depends on axioms: [propext, Classical.choice, Quot.sound]
#print axioms GaussianPlaneWaveCutoff.cutoff_energy_linear
-- 'GaussianPlaneWaveCutoff.cutoff_energy_linear' depends on axioms: [propext, Classical.choice, Quot.sound]
```

**How the lemmas fit together.** `amplitude_sq_eq_density` takes the Gaussian integral from Mathlib and squares its modulus. `integrable_density` and `weight_split` let tails be compared and cut at a chosen momentum. `weight_scale` is the substitution $k=su$, and `tailFraction_depends_on_ratio` applies it at both $K$ and $0$.

In `tailFraction_le`, `setIntegral_mono_on` integrates the pointwise inequality, and `hd` supplies the factor $2\sqrt2$. `sufficient_cutoff` solves the bound for $E$.

`tailFraction_strictAnti` gets strict decrease from the positive weight between two cutoffs. In `cutoff_energy_linear`, continuity comes from writing the tail as total weight minus an integral from $0$ to $K$. Then `intermediate_value_Icc'` produces $q$, and `key` carries that threshold to every exponent.
